# Jacobi's criterion for Gauss nodes of a finite discrete spectral density

When a spectral function with many levels is compressed to $n$ poles that keep its moments of order $0$ to $2n-1$, the pole positions cannot in general be chosen freely. Unless these moments all vanish, no strengths will do for most choices of $n$ positions. Jacobi's criterion tells which positions are admissible: those whose node polynomial is orthogonal, in the given density, to every polynomial of degree below $n$.

For a finite Hermitian Hamiltonian, the local density of states in a given state is a density of this kind, with the squared overlaps as strengths. The criterion then decides whether $n$ proposed energies can carry its first $2n$ moments.

## Orthogonality from exactness, and back

Let $\sigma$ be a finite set of real levels with a real strength $g(E)$ at each level $E$. The spectral integral of a polynomial $p$ is

$$L(p)=\sum_{E\in\sigma} g(E)\,p(E).$$

Let $s$ be a set of $n$ distinct real nodes. Real weights $w(x)$ define the rule $Q_w(p)=\sum_{x\in s}w(x)\,p(x)$, and the node polynomial is $\omega_s(X)=\prod_{x\in s}(X-x)$, which is monic of degree $n$ and vanishes precisely on $s$.

The criterion is the case $k=n$ of a graded statement: weights with $Q_w(p)=L(p)$ for all $p$ of degree below $n+k$ exist if and only if $L(\omega_s q)=0$ for all $q$ of degree below $k$.

**Exactness below degree $n$ is always available.** Take the Lagrange polynomials

$$\ell_x(X)=\prod_{y\in s,\;y\ne x}\frac{X-y}{x-y}.$$

If $p$ has degree below $n$, then $p-\sum_{x\in s} p(x)\,\ell_x$ has degree below $n$ and vanishes at $n$ points, so it is zero. Integrating gives $L(p)=\sum_{x\in s} p(x)\,L(\ell_x)$, which is a rule with weights $w(x)=L(\ell_x)$.

**Exactness implies orthogonality.** Suppose the rule is exact below degree $n+k$, and let $q$ have degree below $k$. Then $\omega_s q$ has degree below $n+k$, so

$$L(\omega_s q)=Q_w(\omega_s q)=\sum_{x\in s}w(x)\,\omega_s(x)\,q(x)=0.$$

**Orthogonality implies exactness.** Let $p$ have degree below $n+k$. Divide it by the node polynomial: $p=r+\omega_s q$ with $\deg r<n$. If $q\neq0$, then $\deg p=n+\deg q$, hence $\deg q<k$. With the weights $L(\ell_x)$,

$$L(p)=L(r)+L(\omega_s q)=L(r)=Q_w(r)=Q_w(p).$$

The second equality uses orthogonality, the third uses interpolation, and the last holds because $\omega_s q$ vanishes at every node.

No sign of $g$ has entered. Positivity matters for uniqueness. Let all strengths be positive, let $\sigma$ have at least $n$ levels, and let $s$ and $t$ be two sets of $n$ nodes that meet the criterion. The leading terms cancel in $d=\omega_s-\omega_t$, so $\deg d<n$ and $L(\omega_s d)=L(\omega_t d)=0$. Subtracting gives

$$L(d^2)=\sum_{E\in\sigma}g(E)\,d(E)^2=0.$$

Every term is non-negative, so $d$ vanishes on all levels. These number at least $n$, which forces $d=0$ and $s=t$.

## Two nodes for three levels

Take levels $-1,0,1$ with strengths $1,6,1$. The moments $m_j=L(X^j)$ are $m_0=8$, $m_1=0$, $m_2=2$, $m_3=0$, $m_4=2$. For $\omega=X^2+aX+b$ the two orthogonality conditions are

$$L(\omega)=2+8b=0,\qquad L(\omega X)=2a=0.$$

Hence $\omega=X^2-\tfrac14$, and the nodes are $\pm\tfrac12$. The Lagrange polynomial of the right node is $X+\tfrac12$, with integral $4$; by symmetry the left weight is also $4$. The rule returns $8,0,2,0$ for the first four moments, as it should, but $8\cdot\tfrac1{16}=\tfrac12$ instead of $2$ for the fourth-order one. With total strength normalised to one, the levels carry $\tfrac18,\tfrac34,\tfrac18$ and the nodes $\tfrac12,\tfrac12$.

Uniqueness can fail without positivity. Give the same levels the strengths $1,-2,1$. Now $m_0=m_1=0$, so a single node at any position, with weight zero, is exact below degree two.

## Densities and rules as finite sums

The development uses Mathlib's polynomials over the real numbers.

In Lean 4 with Mathlib:

```lean
import Mathlib

open Polynomial

namespace JacobiGaussNodes

noncomputable section
```

A density is a `Finset ℝ` of levels together with a function `g : ℝ → ℝ`, of which only the values on the levels matter. Levels in a finite set are distinct, so degenerate levels enter once, with their summed strength.

```lean
/-- The integral of a polynomial against a discrete spectral density with levels `σ`
and strength `g E` at the level `E`. -/
def spectralSum (σ : Finset ℝ) (g : ℝ → ℝ) (p : ℝ[X]) : ℝ :=
  ∑ E ∈ σ, g E * p.eval E
```

A quadrature rule is the same kind of object, with nodes for levels and weights for strengths. `IsExact` therefore compares two spectral sums. The bound `N` is strict: exactness up to degree $2n-1$ is written with `N` equal to $2n$. The zero polynomial has degree `⊥`, below every natural number, and so always qualifies.

```lean
/-- The rule with nodes `s` and weights `w` reproduces the spectral integral of every
polynomial of degree below `N`. -/
def IsExact (σ : Finset ℝ) (g : ℝ → ℝ) (s : Finset ℝ) (w : ℝ → ℝ) (N : ℕ) : Prop :=
  ∀ p : ℝ[X], p.degree < (N : WithBot ℕ) → spectralSum s w p = spectralSum σ g p
```

The node polynomial $\omega_s$ and the orthogonality condition follow the formulas above. `OrthogonalBelow` tests against all polynomials of degree below `k`, with no conjugation, since everything is real.

```lean
/-- The product of the factors `X - x` over the nodes `x`. -/
def nodePoly (s : Finset ℝ) : ℝ[X] := ∏ x ∈ s, (X - C x)

/-- The polynomial `f` is orthogonal, in the spectral density, to every polynomial of
degree below `k`. -/
def OrthogonalBelow (σ : Finset ℝ) (g : ℝ → ℝ) (f : ℝ[X]) (k : ℕ) : Prop :=
  ∀ q : ℝ[X], q.degree < (k : WithBot ℕ) → spectralSum σ g (f * q) = 0
```

Additivity of $L$ is the only linearity needed as a separate lemma.

```lean
/-- The spectral integral is additive. -/
theorem spectralSum_add (σ : Finset ℝ) (g : ℝ → ℝ) (p q : ℝ[X]) :
    spectralSum σ g (p + q) = spectralSum σ g p + spectralSum σ g q := by
  simp only [spectralSum, eval_add, mul_add, Finset.sum_add_distrib]
```

The next lemma collects the three properties of $\omega_s$: it is monic, its degree is `s.card`, and its real zeros are exactly the nodes.

```lean
/-- The node polynomial is monic, its degree is the number of nodes, and its real zeros
are precisely the nodes. -/
theorem nodePoly_spec (s : Finset ℝ) :
    (nodePoly s).Monic ∧ (nodePoly s).degree = (s.card : WithBot ℕ) ∧
      ∀ x, (nodePoly s).eval x = 0 ↔ x ∈ s := by
  refine ⟨monic_prod_of_monic _ _ (fun x _ => monic_X_sub_C x), ?_, fun x => ?_⟩
  · rw [nodePoly, degree_prod]
    simp
  · simp [nodePoly, eval_prod, Finset.prod_eq_zero_iff, sub_eq_zero]
```

## Interpolation supplies the weights

The weight at `x` is the integral of `Lagrange.basis s id x`, which is $\ell_x$. In the proof, `hint` is the interpolation identity for `p`, and `hev` evaluates it at an arbitrary energy. After substitution, `Finset.sum_comm` exchanges the sums over levels and nodes, which is the step from $p=\sum_x p(x)\,\ell_x$ to $L(p)=\sum_x p(x)\,L(\ell_x)$.

```lean
/-- With the integrated Lagrange polynomials as weights, a rule on any set of nodes is exact
for all polynomials of degree below the number of nodes. -/
theorem interpolatory_exact (σ : Finset ℝ) (g : ℝ → ℝ) (s : Finset ℝ) :
    IsExact σ g s (fun x => spectralSum σ g (Lagrange.basis s id x)) s.card := by
  intro p hp
  have hint := Lagrange.eq_interpolate (s := s) (v := (id : ℝ → ℝ))
    (Function.injective_id.injOn) hp
  -- Lagrange interpolation, evaluated at an arbitrary energy
  have hev : ∀ E : ℝ, p.eval E = ∑ x ∈ s, p.eval x * (Lagrange.basis s id x).eval E := by
    intro E
    have h := congrArg (eval E) hint
    rw [Lagrange.interpolate_apply, eval_finsetSum] at h
    simpa only [eval_mul, eval_C, id] using h
  have hR : spectralSum σ g p
      = ∑ E ∈ σ, ∑ x ∈ s, g E * (p.eval x * (Lagrange.basis s id x).eval E) := by
    unfold spectralSum
    refine Finset.sum_congr rfl fun E _ => ?_
    rw [hev E, Finset.mul_sum]
  rw [hR, Finset.sum_comm]
  unfold spectralSum
  refine Finset.sum_congr rfl fun x _ => ?_
  rw [Finset.sum_mul]
  exact Finset.sum_congr rfl fun E _ => by ring
```

## The criterion, graded by degree

The theorem below is the equivalence for general `k`. In the forward direction, `hd` is the degree count for $\omega_s q$, and the rule returns zero because each summand contains $\omega_s(x)=0$.

In the backward direction, `%ₘ` and `/ₘ` are the remainder $r$ and the quotient $q$ of division by a monic polynomial. The bounds `hr` and `hq` are $\deg r<n$ and $\deg q<k$, and `hnode` says that the rule annihilates $\omega_s q$. The final rewrite is the chain of equalities derived by hand.

```lean
/-- Graded Jacobi criterion: on `n` given nodes, weights exact for all degrees below `n + k`
exist if and only if the node polynomial is orthogonal to all polynomials of degree
below `k`. -/
theorem exact_iff_orthogonal (σ : Finset ℝ) (g : ℝ → ℝ) (s : Finset ℝ) (k : ℕ) :
    (∃ w, IsExact σ g s w (s.card + k)) ↔ OrthogonalBelow σ g (nodePoly s) k := by
  obtain ⟨hmon, hdeg, hzero⟩ := nodePoly_spec s
  constructor
  · rintro ⟨w, hw⟩ q hq
    by_cases hq0 : q = 0
    · simp [hq0, spectralSum]
    -- the rule is applied to a polynomial that vanishes at every node
    have hd : (nodePoly s * q).degree < ((s.card + k : ℕ) : WithBot ℕ) := by
      rw [degree_eq_natDegree hq0] at hq
      have hq' : q.natDegree < k := by exact_mod_cast hq
      rw [degree_mul, hdeg, degree_eq_natDegree hq0]
      exact_mod_cast (by omega : s.card + q.natDegree < s.card + k)
    rw [← hw _ hd]
    refine Finset.sum_eq_zero fun x hx => ?_
    rw [eval_mul, (hzero x).2 hx, zero_mul, mul_zero]
  · intro horth
    refine ⟨fun x => spectralSum σ g (Lagrange.basis s id x), fun p hp => ?_⟩
    -- division by the node polynomial
    have hsplit := modByMonic_add_div p (nodePoly s)
    have hr : (p %ₘ nodePoly s).degree < (s.card : WithBot ℕ) := by
      rw [← hdeg]
      exact degree_modByMonic_lt p hmon
    have hq : (p /ₘ nodePoly s).degree < (k : WithBot ℕ) := by
      by_cases hq0 : p /ₘ nodePoly s = 0
      · rw [hq0, degree_zero]
        exact WithBot.bot_lt_coe k
      · have hle : (nodePoly s).degree ≤ p.degree := by
          by_contra hlt
          exact hq0 ((divByMonic_eq_zero_iff hmon).2 (not_le.1 hlt))
        have hsum := degree_add_divByMonic hmon hle
        rw [hdeg, degree_eq_natDegree hq0] at hsum
        rw [← hsum] at hp
        have hp' : s.card + (p /ₘ nodePoly s).natDegree < s.card + k := by
          exact_mod_cast hp
        rw [degree_eq_natDegree hq0]
        exact_mod_cast (by omega : (p /ₘ nodePoly s).natDegree < k)
    -- the quotient term drops out on both sides
    have hnode : ∀ w : ℝ → ℝ, spectralSum s w (nodePoly s * (p /ₘ nodePoly s)) = 0 := by
      intro w
      refine Finset.sum_eq_zero fun x hx => ?_
      rw [eval_mul, (hzero x).2 hx, zero_mul, mul_zero]
    rw [← hsplit, spectralSum_add, spectralSum_add, hnode, horth _ hq,
      interpolatory_exact σ g s _ hr]
```

Setting `k` to the number of nodes gives Jacobi's criterion. It holds for strengths of any sign, and also for an empty node set, where both sides are trivially true.

```lean
/-- Jacobi criterion for Gauss nodes: on `n` distinct nodes, real weights exact for all
polynomials of degree below `2n` exist if and only if the node polynomial is orthogonal to
every polynomial of degree below `n`. -/
theorem jacobi_criterion (σ : Finset ℝ) (g : ℝ → ℝ) (s : Finset ℝ) :
    (∃ w, IsExact σ g s w (2 * s.card)) ↔
      OrthogonalBelow σ g (nodePoly s) s.card := by
  rw [two_mul]
  exact exact_iff_orthogonal σ g s s.card
```

The density here is a finite sum, so continuous spectra are not covered. The nodes are given in advance: the theorem tests a proposed set and does not show that a suitable set of real nodes exists. Nor does it say anything about the signs of the weights.

## Positive strengths fix the nodes

The hypothesis `hg` states that every level carries positive strength, as it does when strengths are squared overlaps and levels without overlap are left out. The hypothesis `hσ` asks for at least as many levels as nodes.

The proof applies the criterion to both sets and tests each node polynomial against their difference, giving `h1` and `h2`. Their difference is `hnorm`, the vanishing of $L(d^2)$. From it `hall` extracts the vanishing of every term, and `hzero` concludes that a polynomial of degree below $n$ with at least $n$ zeros is zero. Equal node polynomials have equal zero sets, hence equal nodes.

```lean
/-- For positive strengths on at least `n` levels, two sets of `n` nodes that both admit
weights exact for all degrees below `2n` are the same set. -/
theorem gauss_nodes_unique (σ : Finset ℝ) (g : ℝ → ℝ) (hg : ∀ E ∈ σ, 0 < g E)
    (s t : Finset ℝ) (hst : s.card = t.card) (hσ : s.card ≤ σ.card)
    (hs : ∃ w, IsExact σ g s w (2 * s.card))
    (ht : ∃ w, IsExact σ g t w (2 * t.card)) : s = t := by
  have os := (jacobi_criterion σ g s).1 hs
  have ot := (jacobi_criterion σ g t).1 ht
  obtain ⟨ms, ds, zs⟩ := nodePoly_spec s
  obtain ⟨mt, dt, zt⟩ := nodePoly_spec t
  have hd : (nodePoly s - nodePoly t).degree < (s.card : WithBot ℕ) := by
    rw [← ds]
    exact Polynomial.degree_sub_lt_left (by rw [ds, dt, hst]) ms.ne_zero
      (by rw [ms.leadingCoeff, mt.leadingCoeff])
  have h1 := os _ hd
  have h2 := ot _ (hst ▸ hd)
  -- the difference of the two node polynomials has zero norm
  have hnorm : ∑ E ∈ σ, g E * ((nodePoly s - nodePoly t).eval E) ^ 2 = 0 := by
    have h3 := sub_eq_zero.2 (h1.trans h2.symm)
    unfold spectralSum at h3
    rw [← Finset.sum_sub_distrib] at h3
    rw [← h3]
    refine Finset.sum_congr rfl fun E _ => ?_
    simp only [eval_mul, eval_sub]
    ring
  have hall := (Finset.sum_eq_zero_iff_of_nonneg
    (fun E hE => mul_nonneg (hg E hE).le (sq_nonneg _))).1 hnorm
  have hzero : nodePoly s - nodePoly t = 0 := by
    refine eq_zero_of_degree_lt_of_eval_finset_eq_zero σ
      (lt_of_lt_of_le hd (by exact_mod_cast hσ)) fun E hE => ?_
    rcases mul_eq_zero.1 (hall E hE) with h | h
    · exact absurd h (hg E hE).ne'
    · exact pow_eq_zero_iff (two_ne_zero) |>.1 h
  ext x
  rw [← zs x, ← zt x, sub_eq_zero.1 hzero]
```

## The three-level density checked in both directions

The last theorem confirms the worked example with its unnormalised strengths $1,6,1$ and weights $4,4$. The auxiliary statements `hL` and `hQ` write out the two sums. For degree below four, `p` is expanded in its four coefficients and `ring` compares the two sides, which amounts to matching the moments $m_0$ to $m_3$. For the negative half, $X^4$ is inserted and the values $2$ and $\tfrac12$ disagree. This refutes exactness below degree five for these particular nodes and weights.

```lean
/-- For levels `-1, 0, 1` with strengths `1, 6, 1`, the nodes `-1/2, 1/2` with weights `4`
are exact for all degrees below four, but not for all degrees below five. -/
theorem three_level_witness :
    IsExact {-1, 0, 1} (fun E => if E = 0 then 6 else 1) {-1/2, 1/2} (fun _ => 4) 4 ∧
    ¬ IsExact {-1, 0, 1} (fun E => if E = 0 then 6 else 1) {-1/2, 1/2} (fun _ => 4) 5 := by
  have hL : ∀ p : ℝ[X], spectralSum {-1, 0, 1} (fun E => if E = 0 then 6 else 1) p
      = p.eval (-1) + 6 * p.eval 0 + p.eval 1 := by
    intro p
    unfold spectralSum
    rw [Finset.sum_insert (by norm_num), Finset.sum_insert (by norm_num),
      Finset.sum_singleton]
    beta_reduce
    rw [if_neg (show ¬ ((-1 : ℝ) = 0) by norm_num), if_pos (show (0 : ℝ) = 0 from rfl),
      if_neg (show ¬ ((1 : ℝ) = 0) by norm_num)]
    ring
  have hQ : ∀ p : ℝ[X], spectralSum {-1/2, 1/2} (fun _ => 4) p
      = 4 * p.eval (-1/2) + 4 * p.eval (1/2) := by
    intro p
    unfold spectralSum
    rw [Finset.sum_insert (by norm_num), Finset.sum_singleton]
  constructor
  · intro p hp
    rw [hL, hQ]
    by_cases hp0 : p = 0
    · simp [hp0]
    have hn : p.natDegree < 4 := (natDegree_lt_iff_degree_lt hp0).2 hp
    simp only [eval_eq_sum_range' hn, Finset.sum_range_succ, Finset.sum_range_zero]
    ring
  · intro h
    -- the fourth moment is 2, while the rule gives 1/2
    have h4 := h (X ^ 4) (by
      rw [degree_X_pow]
      exact_mod_cast (by norm_num : (4 : ℕ) < 5))
    rw [hL, hQ] at h4
    simp only [eval_pow, eval_X] at h4
    norm_num at h4

end

end JacobiGaussNodes
```

```lean
#print axioms JacobiGaussNodes.jacobi_criterion
#print axioms JacobiGaussNodes.gauss_nodes_unique
```

```
'JacobiGaussNodes.jacobi_criterion' depends on axioms: [propext, Classical.choice, Quot.sound]
'JacobiGaussNodes.gauss_nodes_unique' depends on axioms: [propext, Classical.choice, Quot.sound]
```
